# The number of identical quantum wells that minimises laser current under logarithmic gain

Choose the wrong number of quantum wells and the laser wastes current. With too few, each well is driven far up a gain curve that flattens; with too many, current is spent on bringing every well to transparency. Suppose the required modal gain is three times the gain coefficient of one well. In units of the transparency current of a single well, one well then needs about 20.1, three wells need 8.2 and twelve need 15.4. For identical wells with logarithmic gain and equal shares of the current, the best number follows from the ratio of the required gain to the gain coefficient of one well, provided that neither depends on the number of wells.

```lean
import Mathlib

open Real

namespace QuantumWellLaser

noncomputable section
```

## Logarithmic gain and equal sharing

A well carrying current $j$ is assumed to have gain $g_0\ln(j/J_0)$. Here $J_0$ is its transparency current, at which it neither absorbs nor amplifies. The coefficient $g_0$ is the gain added when the current grows by a factor $e$, with the overlap between well and optical mode included. The logarithm is postulated; it stands for the diminishing return as the bands fill.

```lean
/-- Logarithmic gain of a single quantum well carrying the current `j`, with transparency
current `J0` and gain coefficient `g0`; the domain is `j > 0`, `J0 > 0`. -/
def wellGain (J0 g0 j : ℝ) : ℝ := g0 * log (j / J0)
```

If $N$ wells share the total current $J$ equally, each carries $J/N$ and the modal gain is $N g_0\ln(J/(NJ_0))$. Unequal injection, or an overlap that changes with $N$, would break this formula.

```lean
/-- Modal gain of `N` identical wells that share the total current `J` equally;
the domain is `N > 0`, `J > 0`, `J0 > 0`. -/
def modalGain (J0 g0 N J : ℝ) : ℝ := N * wellGain J0 g0 (J / N)
```

The required modal gain $G$ stands for the losses to be balanced at threshold, taken as independent of $N$. The corresponding current is

$$J(N)=N J_0\,e^{G/(Ng_0)}.$$

```lean
/-- The current `N J0 exp (G / (N g0))` for `N` wells and required modal gain `G`;
the domain is `N > 0`, `g0 > 0`. -/
def requiredCurrent (J0 g0 G N : ℝ) : ℝ := N * J0 * exp (G / (N * g0))
```

All these quantities are real numbers in Lean, and `N` is real too. Whole wells enter through a natural number `n`, which is optimal if it is positive and no positive `m` has a smaller current. The condition `0 < n` matters: Lean's division by zero would give zero wells zero current, and they would always win.

```lean
/-- A positive whole number of wells is optimal if no other positive whole number of wells
has a smaller required current. -/
def IsOptimalWellNumber (J0 g0 G : ℝ) (n : ℕ) : Prop :=
  0 < n ∧ ∀ m : ℕ, 0 < m → requiredCurrent J0 g0 G n ≤ requiredCurrent J0 g0 G m
```

## A positive current and a nonzero gain coefficient

The current law follows from the gain law. Setting the modal gain equal to $G$ and dividing by $Ng_0$ gives

$$\ln\frac{J}{NJ_0}=\frac{G}{Ng_0},\qquad\text{hence}\qquad J=NJ_0e^{G/(Ng_0)}.$$

The division needs $g_0\neq0$. A well with $g_0=0$ has no gain at any current, so $G=0$ would be met by every $J$ and would not fix the current. The exponentiation needs $J/(NJ_0)>0$, which holds because $J$, $N$ and $J_0$ are positive; $J>0$ means forward injection.

`modalGain_eq_iff` states the equivalence in both directions. In the first, `hl` is the divided equation, and `exp_log` uses the positivity of the current per well. In the second, `he` identifies the argument of the logarithm as an exponential, and `log_exp` removes it.

```lean
/-- For positive `J0`, `g0`, `N` and `J`, the modal gain of `N` wells equals `G` exactly when
the total current `J` is the required current. -/
theorem modalGain_eq_iff {J0 g0 G N J : ℝ} (hJ0 : 0 < J0) (hg : 0 < g0) (hN : 0 < N)
    (hJ : 0 < J) : modalGain J0 g0 N J = G ↔ J = requiredCurrent J0 g0 G N := by
  unfold modalGain wellGain requiredCurrent
  constructor
  · intro h
    have hl : log (J / N / J0) = G / (N * g0) := by
      rw [eq_div_iff (by positivity)]
      linear_combination h
    rw [← hl, exp_log (by positivity)]
    field_simp
  · intro h
    have he : J / N / J0 = exp (G / (N * g0)) := by
      rw [div_div, div_eq_iff (by positivity), h]
      ring
    rw [he, log_exp]
    field_simp
```

## A positive transparency current and a positive number of wells

Write $x=G/g_0$. Since $J_0>0$ and $N>0$, the logarithm of the current splits:

$$\ln J(N)=\ln J_0+\ln N+\frac{x}{N}.$$

As wells are added, the term $\ln N$ grows, because each must be brought to transparency, while for $x>0$ the term $x/N$ shrinks, because each is driven less hard. With $J_0=0$ every number of wells would need zero current, and no minimum would be unique. A negative $N$ has no physical meaning, and the formula would give it a negative current, below any true minimum.

The proof of `requiredCurrent_eq_exp` uses the two hypotheses in `exp_log hJ0` and `exp_log hN`.

```lean
/-- For positive `J0` and `N`, the logarithm of the required current is
`log J0 + log N + (G / g0) / N`. -/
theorem requiredCurrent_eq_exp {J0 N : ℝ} (g0 G : ℝ) (hJ0 : 0 < J0) (hN : 0 < N) :
    requiredCurrent J0 g0 G N = exp (log J0 + log N + G / g0 / N) := by
  rw [exp_add, exp_add, exp_log hJ0, exp_log hN, div_div, mul_comm g0 N]
  unfold requiredCurrent
  ring
```

The derivative of $\ln J(N)$ is $(N-x)/N^2$, so the current falls before $x$ and rises after it. The same follows without calculus from $\ln t<t-1$ for positive $t\neq1$. Let $0<a<b\le x$ and put $t=b/a$. Then

$$\ln b-\ln a<\frac ba-1\le\frac xb\left(\frac ba-1\right)=\frac xa-\frac xb,$$

where the second step uses $x/b\ge1$. Rearranged, this says $J(b)<J(a)$.

In the Lean proof, `h1` is the logarithmic bound, `h2` is $x/b\ge1$, `h4` is the product inequality, and `linarith` combines them. No sign of $G$ or $g_0$ is assumed, because for $x\le0$ the interval $0<N\le x$ is empty.

```lean
/-- For `J0 > 0`, the required current strictly falls with the number of wells
as long as `0 < N ≤ G / g0`. -/
theorem requiredCurrent_strictAntiOn {J0 : ℝ} (g0 G : ℝ) (hJ0 : 0 < J0) :
    StrictAntiOn (requiredCurrent J0 g0 G) (Set.Ioc 0 (G / g0)) := by
  intro a ha b hb hab
  have ha0 : 0 < a := ha.1
  have hb0 : 0 < b := hb.1
  rw [requiredCurrent_eq_exp g0 G hJ0 ha0, requiredCurrent_eq_exp g0 G hJ0 hb0, exp_lt_exp]
  have hr : 1 < b / a := (one_lt_div ha0).2 hab
  -- the strict tangent bound of the logarithm at 1
  have h1 := log_lt_sub_one_of_pos (div_pos hb0 ha0) hr.ne'
  rw [log_div hb0.ne' ha0.ne'] at h1
  have h2 : 1 ≤ G / g0 / b := (one_le_div hb0).2 hb.2
  have h3 : ∀ x : ℝ, x / a = x / b * (b / a) := fun x => by field_simp
  have h4 := mul_nonneg (sub_nonneg.2 h2) (sub_nonneg.2 hr.le)
  rw [h3 (G / g0)]
  linarith
```

## A positive required gain

The condition $G>0$ says that there are losses to overcome. Together with $g_0>0$ it makes $x$ positive, so that the turning point is an admissible number of wells. If $x\le0$, the current $NJ_0e^{x/N}$ increases for all $N>0$ and tends to zero as $N\to0$, so no real minimum exists.

For $x\le a<b$, put $t=a/b$. Since $x/a\le1$ and $a/b-1<0$,

$$\ln a-\ln b<\frac ab-1\le\frac xa\left(\frac ab-1\right)=\frac xb-\frac xa,$$

and therefore $J(a)<J(b)$. In `requiredCurrent_strictMonoOn`, `hG` and `hg` serve to show that $a$ is positive; the rest mirrors the previous proof.

```lean
/-- For positive `J0`, `g0` and `G`, the required current strictly rises with the number of
wells once `N ≥ G / g0`. -/
theorem requiredCurrent_strictMonoOn {J0 g0 G : ℝ} (hJ0 : 0 < J0) (hg : 0 < g0) (hG : 0 < G) :
    StrictMonoOn (requiredCurrent J0 g0 G) (Set.Ici (G / g0)) := by
  intro a ha b _ hab
  have ha0 : 0 < a := lt_of_lt_of_le (div_pos hG hg) ha
  have hb0 : 0 < b := ha0.trans hab
  rw [requiredCurrent_eq_exp g0 G hJ0 ha0, requiredCurrent_eq_exp g0 G hJ0 hb0, exp_lt_exp]
  have hr : a / b < 1 := (div_lt_one hb0).2 hab
  have h1 := log_lt_sub_one_of_pos (div_pos ha0 hb0) hr.ne
  rw [log_div ha0.ne' hb0.ne'] at h1
  have h2 : G / g0 / a ≤ 1 := (div_le_one ha0).2 ha
  have h3 : ∀ x : ℝ, x / b = x / a * (a / b) := fun x => by field_simp
  have h4 := mul_nonneg (sub_nonneg.2 h2) (sub_nonneg.2 hr.le)
  rw [h3 (G / g0)]
  linarith
```

The two branches meet at $N=x$, where the exponent $G/(xg_0)$ is $1$ and

$$J(x)=xJ_0e=\frac{eJ_0G}{g_0}.$$

Each well then carries $eJ_0$ and contributes gain $g_0$. `requiredCurrent_unique_min` gives this value and says that every other real $N>0$ needs strictly more current. Its proof computes the value in `hval`, then uses the falling branch if $N<x$ and the rising branch if $N>x$.

```lean
/-- For positive `J0`, `g0` and `G`, the required current at `N = G / g0` is `e J0 G / g0`,
and at every other real `N > 0` it is strictly larger. -/
theorem requiredCurrent_unique_min {J0 g0 G : ℝ} (hJ0 : 0 < J0) (hg : 0 < g0) (hG : 0 < G) :
    requiredCurrent J0 g0 G (G / g0) = exp 1 * J0 * G / g0 ∧
      ∀ N : ℝ, 0 < N → N ≠ G / g0 → exp 1 * J0 * G / g0 < requiredCurrent J0 g0 G N := by
  have hx : 0 < G / g0 := div_pos hG hg
  have hval : requiredCurrent J0 g0 G (G / g0) = exp 1 * J0 * G / g0 := by
    have h1 : G / (G / g0 * g0) = 1 := by field_simp
    rw [requiredCurrent, h1]
    ring
  refine ⟨hval, fun N hN hne => ?_⟩
  rw [← hval]
  rcases lt_or_gt_of_ne hne with h | h
  · exact requiredCurrent_strictAntiOn g0 G hJ0 ⟨hN, h.le⟩ ⟨hx, le_rfl⟩ h
  · exact requiredCurrent_strictMonoOn hJ0 hg hG (Set.mem_Ici.2 le_rfl) (Set.mem_Ici.2 h.le) h
```

## A whole number of wells

A device has a whole number of wells, while $x$ is usually fractional. Without this condition the answer would be $N=x$, which often cannot be built.

An optimal whole number exists because only finitely many candidates matter. Among $1,\dots,\lceil x\rceil$ one has the smallest current, and any larger number needs at least as much as $\lceil x\rceil$, by the rising branch. The proof finds the smallest value with `Finset.exists_min_image` and treats the larger numbers separately. Here $G>0$ ensures that the ceiling is at least one.

```lean
/-- For positive `J0`, `g0` and `G`, an optimal whole number of wells exists. -/
theorem exists_optimalWellNumber {J0 g0 G : ℝ} (hJ0 : 0 < J0) (hg : 0 < g0) (hG : 0 < G) :
    ∃ n : ℕ, IsOptimalWellNumber J0 g0 G n := by
  have hc : 1 ≤ ⌈G / g0⌉₊ := Nat.ceil_pos.2 (div_pos hG hg)
  -- search the finitely many well numbers up to the ceiling
  obtain ⟨n, hn, hmin⟩ := Finset.exists_min_image (Finset.Icc 1 ⌈G / g0⌉₊)
    (fun k : ℕ => requiredCurrent J0 g0 G k) ⟨1, Finset.mem_Icc.2 ⟨le_rfl, hc⟩⟩
  refine ⟨n, (Finset.mem_Icc.1 hn).1, fun m hm => ?_⟩
  rcases le_total m ⌈G / g0⌉₊ with h | h
  · exact hmin m (Finset.mem_Icc.2 ⟨hm, h⟩)
  · -- beyond the ceiling the current only rises
    have h1 : G / g0 ≤ (⌈G / g0⌉₊ : ℝ) := Nat.le_ceil _
    have h2 : (⌈G / g0⌉₊ : ℝ) ≤ (m : ℝ) := Nat.cast_le.2 h
    exact (hmin _ (Finset.mem_Icc.2 ⟨hc, le_rfl⟩)).trans
      ((requiredCurrent_strictMonoOn hJ0 hg hG).monotoneOn (Set.mem_Ici.2 h1)
        (Set.mem_Ici.2 (h1.trans h2)) h2)
```

Now let $n$ be optimal. If $n\le x$ but $n\ne\lfloor x\rfloor$, then $n<\lfloor x\rfloor\le x$, and the falling branch gives the floor a smaller current, a contradiction. If $n\ge x$ but $n\ne\lceil x\rceil$, then $x\le\lceil x\rceil<n$, and the rising branch gives the same contradiction with the ceiling. These are the two cases of the Lean proof.

For $0<x<1$ the floor is zero, which is not an admissible number of wells, so one well is optimal. For $x\le0$ one well is still optimal, but Lean's natural-number floor and ceiling are both zero and the conclusion fails.

```lean
/-- For positive `J0`, `g0` and `G`, every optimal whole number of wells is the floor or the
ceiling of `G / g0`. -/
theorem optimalWellNumber_eq_floor_or_ceil {J0 g0 G : ℝ} (hJ0 : 0 < J0) (hg : 0 < g0)
    (hG : 0 < G) {n : ℕ} (hn : IsOptimalWellNumber J0 g0 G n) :
    n = ⌊G / g0⌋₊ ∨ n = ⌈G / g0⌉₊ := by
  have hx : 0 < G / g0 := div_pos hG hg
  obtain ⟨hn0, hmin⟩ := hn
  have hnR : (0 : ℝ) < n := Nat.cast_pos.2 hn0
  rcases le_total (n : ℝ) (G / g0) with h | h
  · left
    by_contra hne
    have hlt : n < ⌊G / g0⌋₊ := lt_of_le_of_ne (Nat.le_floor h) hne
    have hltR : (n : ℝ) < (⌊G / g0⌋₊ : ℝ) := Nat.cast_lt.2 hlt
    exact not_lt_of_ge (hmin _ (hn0.trans hlt))
      (requiredCurrent_strictAntiOn g0 G hJ0 ⟨hnR, h⟩
        ⟨hnR.trans hltR, Nat.floor_le hx.le⟩ hltR)
  · right
    by_contra hne
    have hlt : ⌈G / g0⌉₊ < n := lt_of_le_of_ne (Nat.ceil_le.2 h) (Ne.symm hne)
    have hltR : (⌈G / g0⌉₊ : ℝ) < (n : ℝ) := Nat.cast_lt.2 hlt
    exact not_lt_of_ge (hmin _ (Nat.ceil_pos.2 hx))
      (requiredCurrent_strictMonoOn hJ0 hg hG (Set.mem_Ici.2 (Nat.le_ceil _))
        (Set.mem_Ici.2 h) hltR)
```

To decide between the two neighbours, compare the exponents at $N$ and $N+1$. The current does not fall on adding a well exactly when

$$\ln N+\frac xN\le\ln(N+1)+\frac x{N+1}.$$

Since $\frac1N-\frac1{N+1}=\frac1{N(N+1)}$, this is equivalent to

$$x\le N(N+1)\ln\frac{N+1}{N}.$$

Multiplying by $N(N+1)$ preserves the inequality because $N>0$. In Lean, `h3` performs this clearing of denominators, and the two directions multiply by the positive factor or cancel it. The theorem holds for real $N>0$ and assumes no sign for $G$ or $g_0$.

```lean
/-- For positive `J0` and `N`, going from `N` to `N + 1` wells does not lower the required
current exactly when `G / g0 ≤ N (N + 1) log ((N + 1) / N)`. -/
theorem requiredCurrent_le_add_one_iff {J0 N : ℝ} (g0 G : ℝ) (hJ0 : 0 < J0) (hN : 0 < N) :
    requiredCurrent J0 g0 G N ≤ requiredCurrent J0 g0 G (N + 1) ↔
      G / g0 ≤ N * (N + 1) * log ((N + 1) / N) := by
  have hN1 : 0 < N + 1 := by linarith
  have hP : 0 < N * (N + 1) := mul_pos hN hN1
  rw [requiredCurrent_eq_exp g0 G hJ0 hN, requiredCurrent_eq_exp g0 G hJ0 hN1, exp_le_exp,
    log_div hN1.ne' hN.ne']
  generalize G / g0 = x
  have h1 : x / N * N = x := by field_simp
  have h2 : x / (N + 1) * (N + 1) = x := by field_simp
  -- the gain term saved by the extra well, cleared of denominators
  have h3 : N * (N + 1) * (x / N - x / (N + 1)) = x := by
    linear_combination (N + 1) * h1 - N * h2
  constructor
  · intro h
    have h4 : x / N - x / (N + 1) ≤ log (N + 1) - log N := by linarith
    have h5 := mul_le_mul_of_nonneg_left h4 hP.le
    rwa [h3] at h5
  · intro h
    have h4 : x / N - x / (N + 1) ≤ log (N + 1) - log N :=
      le_of_mul_le_mul_left (h3.le.trans h) hP
    linarith

end

end QuantumWellLaser
```

For $N=1$ the threshold is $2\ln2\approx1.386$. Rounding $x$ to the nearest integer can therefore fail: at $x=1.4$ two wells need slightly less current than one, about $4.03J_0$ against $4.06J_0$.

If $J_0$ and $g_0$ are fitted to a quantum-mechanical gain calculation for one well, with the optical overlap included, these results turn the fit and a required modal gain $G$ into a well number. This applies to identical, equally pumped wells, with the overlap and $G$ independent of $N$, within the range where the logarithmic fit holds.

```lean
#print axioms QuantumWellLaser.requiredCurrent_strictMonoOn
#print axioms QuantumWellLaser.requiredCurrent_unique_min
#print axioms QuantumWellLaser.optimalWellNumber_eq_floor_or_ceil
#print axioms QuantumWellLaser.requiredCurrent_le_add_one_iff
```

```
'QuantumWellLaser.requiredCurrent_strictMonoOn' depends on axioms: [propext, Classical.choice, Quot.sound]
'QuantumWellLaser.requiredCurrent_unique_min' depends on axioms: [propext, Classical.choice, Quot.sound]
'QuantumWellLaser.optimalWellNumber_eq_floor_or_ceil' depends on axioms: [propext, Classical.choice, Quot.sound]
'QuantumWellLaser.requiredCurrent_le_add_one_iff' depends on axioms: [propext, Classical.choice, Quot.sound]
```
